# Velocity Verlet under the planar force $(-x-ey,\;ex-y)$ with $e\neq 0$ has an unbounded orbit and no conserved function with bounded sublevel sets

I can spend a long time shortening the time step to cure a blow-up that no time step cures. My suspicion falls on forces that are not the gradient of any potential, for instance because a fitted model predicts the force components directly. The smallest example I can think of is one particle of unit mass in the plane, with

$$F(x,y) = (-x - e\,y,\; e\,x - y),$$

a harmonic attraction plus a rotational part of strength $e$. For $e=0$, velocity Verlet with a moderate step keeps the particle confined, and a slightly modified energy is conserved exactly. For $e\neq0$ I believe that some orbit runs away at every step length $h>0$, so that no modified energy of the confining kind can survive. Can this be made rigorous, with a proof that a machine has checked?

## A complex multiplier outside the unit circle

Yes. The plane is best treated as the complex plane, because the force then becomes multiplication by a single number. Put $q=x+iy$ and $\lambda=-1+ie$. Then

$$\lambda q = (-1+ie)(x+iy) = (-x-ey) + i\,(ex-y),$$

which is $F$. With velocity $v$, also written as a complex number, one Verlet step is

$$q' = q + hv + \tfrac{h^2}{2}\lambda q,\qquad v' = v + \tfrac h2\lambda\,(q+q').$$

Define

$$c = 1+\tfrac{h^2}{2}\lambda = \Bigl(1-\tfrac{h^2}{2}\Bigr) + i\,\tfrac{h^2e}{2},$$

so that $q'=cq+hv$. Now look for a mode: a starting point with $v=dq$ that the step multiplies by a complex number $\mu$, so that $q'=\mu q$ and $v'=d\mu q$. For $q\neq0$ the position update gives

$$hd=\mu-c.$$

The velocity update gives $d\mu = d+\frac h2\lambda(1+\mu)$. Multiply this by $h$, and use $hd=\mu-c$ and $\frac{h^2}{2}\lambda=c-1$:

$$(\mu-c)(\mu-1)=(c-1)(\mu+1).$$

Expanding both sides,

$$\mu^2-\mu-c\mu+c = c\mu+c-\mu-1,$$

and therefore

$$\mu^2-2c\mu+1=0.$$

Choose $s$ with $s^2=c^2-1$. The roots are $c+s$ and $c-s$, and their product is $c^2-s^2=1$. Suppose that neither root lies outside the unit circle. Two moduli that are at most 1 and have product 1 are both equal to 1. The inverse of a number of modulus 1 is its complex conjugate, so $c-s=\overline{c+s}$. The sum $2c=(c+s)+\overline{(c+s)}$ is then real. But the imaginary part of $c$ is $h^2e/2$, which is not zero. Hence one root $\mu$ has modulus $\rho=|\mu|>1$.

Start at $q_0=1$ and $v_0=d=(\mu-c)/h$. Every step multiplies the state by $\mu$, so after $n$ steps

$$q_n=\mu^n,\qquad v_n=d\,\mu^n,\qquad |q_n|=\rho^n.$$

This orbit is unbounded. If a function $H$ of position and velocity were conserved, the whole orbit would stay in the set $\{H\le H(q_0,v_0)\}$. If all such sublevel sets were bounded, the orbit would be bounded too, which is a contradiction.

## The confining invariant at $e=0$

With $\lambda=-1$ the step reads

$$q'-q=hv-\tfrac{h^2}{2}q,\qquad v'-v=-\tfrac h2(q+q').$$

Adding $2v$ to the second equation gives $v+v'=2v-\frac h2(q+q')$, that is, $hv=\frac h2(v+v')+\frac{h^2}{4}(q+q')$. Inserting this into the first equation,

$$q'-q=\tfrac h2(v+v')+\tfrac{h^2}{4}(q'-q),$$

so that $(1-\frac{h^2}{4})(q'-q)=\frac h2(v+v')$. With the dot product of plane vectors,

$$|v'|^2-|v|^2=(v'-v)\cdot(v'+v)=-\tfrac h2(q+q')\cdot(v+v')=-\Bigl(1-\tfrac{h^2}{4}\Bigr)\bigl(|q'|^2-|q|^2\bigr).$$

The quantity $|v|^2+(1-\frac{h^2}{4})|q|^2$ is therefore conserved. For $0<h<2$ its second coefficient is positive. A value of at most $E$ then forces $|v|^2\le E$ and $|q|^2\le E/(1-\frac{h^2}{4})$, so every sublevel set is bounded. The condition $e\neq0$ thus does real work in the negative result.

## The Lean file

```lean
import Mathlib

namespace VerletCurlForce

noncomputable section

/-- The planar force `F(x, y) = (-x - e y, e x - y)`: a harmonic attraction plus a
rotational part of strength `e`. The plane is written as `ℂ`, with `q = x + i y`. -/
def force (e : ℝ) (q : ℂ) : ℂ := ⟨-q.re - e * q.im, e * q.re - q.im⟩

/-- The position after one velocity Verlet step of length `h` with unit mass, from the
phase point `s = (position, velocity)`. -/
def newPosition (F : ℂ → ℂ) (h : ℝ) (s : ℂ × ℂ) : ℂ :=
  s.1 + h • s.2 + (h ^ 2 / 2) • F s.1

/-- One velocity Verlet step: the new position, and the velocity updated with the mean of
the old and the new force. -/
def verlet (F : ℂ → ℂ) (h : ℝ) (s : ℂ × ℂ) : ℂ × ℂ :=
  (newPosition F h s, s.2 + (h / 2) • (F s.1 + F (newPosition F h s)))

/-- The complex number `c = (1 - h²/2) + i h² e / 2`, which enters the characteristic
equation `μ² - 2 c μ + 1 = 0` of the step. -/
def halfTrace (e h : ℝ) : ℂ := ⟨1 - h ^ 2 / 2, h ^ 2 * e / 2⟩

/-- In complex notation the force is multiplication by `-1 + i e`. -/
theorem force_eq (e : ℝ) (q : ℂ) : force e q = (-1 + e * Complex.I) * q := by
  apply Complex.ext <;> simp [force]
  ring

/-- If `c` is not real, the equation `μ² - 2 c μ + 1 = 0` has a root outside the
unit circle. -/
theorem exists_growing_multiplier {c : ℂ} (hc : c.im ≠ 0) :
    ∃ μ : ℂ, μ ^ 2 - 2 * c * μ + 1 = 0 ∧ 1 < ‖μ‖ := by
  obtain ⟨s, hs⟩ := IsAlgClosed.exists_pow_nat_eq (c ^ 2 - 1) (n := 2) two_pos
  by_contra! hno
  -- the two roots are c + s and c - s, and their product is 1
  have ha := hno (c + s) (by linear_combination hs)
  have hb := hno (c - s) (by linear_combination hs)
  have hab : (c + s) * (c - s) = 1 := by linear_combination -hs
  have hn : ‖c + s‖ * ‖c - s‖ = 1 := by rw [← norm_mul, hab, norm_one]
  have h1 : ‖c + s‖ = 1 := le_antisymm ha
    (by nlinarith [mul_nonneg (norm_nonneg (c + s)) (sub_nonneg.2 hb)])
  have hconj : (c + s) * (starRingEnd ℂ) (c + s) = 1 := by
    rw [Complex.mul_conj, Complex.normSq_eq_norm_sq, h1]
    norm_num
  have h0 : c + s ≠ 0 := by
    intro h0
    rw [h0] at hab
    simp at hab
  -- on the unit circle the roots are conjugate, so their sum 2c is real
  have heq : c - s = (starRingEnd ℂ) (c + s) :=
    mul_left_cancel₀ h0 (hab.trans hconj.symm)
  have him := congrArg Complex.im heq
  simp only [Complex.sub_im, Complex.conj_im, Complex.add_im] at him
  exact hc (by linarith)

/-- If `μ` solves the characteristic equation and `h d = μ - c`, then a Verlet step
multiplies every phase point of the form `(w, d w)` by `μ`. -/
theorem verlet_mode {e h : ℝ} (hh : h ≠ 0) {μ d : ℂ}
    (hd : (h : ℂ) * d = μ - halfTrace e h)
    (hμ : μ ^ 2 - 2 * halfTrace e h * μ + 1 = 0) (w : ℂ) :
    verlet (force e) h (w, d * w) = (μ * w, d * (μ * w)) := by
  have hc : (h : ℂ) ≠ 0 := Complex.ofReal_ne_zero.2 hh
  have hk : halfTrace e h = 1 + (h : ℂ) ^ 2 / 2 * (-1 + e * Complex.I) := by
    rw [halfTrace, Complex.mk_eq_add_mul_I]
    push_cast
    ring
  have hq : newPosition (force e) h (w, d * w) = μ * w := by
    simp only [newPosition, force_eq, Complex.real_smul]
    push_cast
    linear_combination w * hd - w * hk
  refine Prod.ext hq ?_
  -- the velocity update reduces to the characteristic equation
  simp only [verlet, hq, force_eq, Complex.real_smul]
  push_cast
  apply mul_left_cancel₀ hc
  linear_combination w * (1 - μ) * hd - (1 + μ) * w * hk - w * hμ

/-- For `e ≠ 0` and every step length `h > 0` there is a Verlet orbit whose distance from
the origin after `n` steps is `ρ ^ n`, with a fixed `ρ > 1`. -/
theorem exists_exponential_orbit {e h : ℝ} (he : e ≠ 0) (hh : 0 < h) :
    ∃ s : ℂ × ℂ, ∃ ρ : ℝ, 1 < ρ ∧
      ∀ n : ℕ, ‖((verlet (force e) h)^[n] s).1‖ = ρ ^ n := by
  have him : (halfTrace e h).im ≠ 0 :=
    div_ne_zero (mul_ne_zero (pow_ne_zero 2 hh.ne') he) two_ne_zero
  obtain ⟨μ, hμ, hgt⟩ := exists_growing_multiplier him
  have hc : (h : ℂ) ≠ 0 := Complex.ofReal_ne_zero.2 hh.ne'
  obtain ⟨d, hd⟩ : ∃ d : ℂ, (h : ℂ) * d = μ - halfTrace e h :=
    ⟨(μ - halfTrace e h) / h, by field_simp⟩
  have hit : ∀ n : ℕ, (verlet (force e) h)^[n] (1, d) = (μ ^ n, d * μ ^ n) := by
    intro n
    induction n with
    | zero => simp
    | succ n ih =>
      rw [Function.iterate_succ_apply', ih, verlet_mode hh.ne' hd hμ, pow_succ']
  exact ⟨(1, d), ‖μ‖, hgt, fun n => by rw [hit n, norm_pow]⟩

/-- For `e ≠ 0` and every step length `h > 0`, velocity Verlet has an unbounded orbit in
phase space. -/
theorem exists_unbounded_orbit {e h : ℝ} (he : e ≠ 0) (hh : 0 < h) :
    ∃ s : ℂ × ℂ,
      ¬ Bornology.IsBounded (Set.range fun n : ℕ => (verlet (force e) h)^[n] s) := by
  obtain ⟨s, ρ, hρ, hs⟩ := exists_exponential_orbit he hh
  refine ⟨s, fun hb => ?_⟩
  obtain ⟨R, hR⟩ := hb.exists_norm_le
  obtain ⟨n, hn⟩ := pow_unbounded_of_one_lt R hρ
  have h1 : ‖(verlet (force e) h)^[n] s‖ ≤ R := hR _ ⟨n, rfl⟩
  have h2 := norm_fst_le ((verlet (force e) h)^[n] s)
  rw [hs n] at h2
  linarith

/-- For `e ≠ 0` and every `h > 0`, velocity Verlet conserves no real function on phase
space whose sublevel sets are all bounded. -/
theorem no_confining_invariant {e h : ℝ} (he : e ≠ 0) (hh : 0 < h) :
    ¬ ∃ H : ℂ × ℂ → ℝ, (∀ s, H (verlet (force e) h s) = H s) ∧
      ∀ E : ℝ, Bornology.IsBounded {s | H s ≤ E} := by
  rintro ⟨H, hH, hb⟩
  obtain ⟨s, hs⟩ := exists_unbounded_orbit he hh
  apply hs
  -- conservation keeps the whole orbit in the sublevel set of its starting value
  refine (hb (H s)).subset ?_
  rintro _ ⟨n, rfl⟩
  change H ((verlet (force e) h)^[n] s) ≤ H s
  induction n with
  | zero => exact le_rfl
  | succ n ih =>
    rw [Function.iterate_succ_apply', hH]
    exact ih

/-- The quadratic function `|v|² + (1 - h²/4) |q|²` of position `q` and velocity `v`. -/
def shadowEnergy (h : ℝ) (s : ℂ × ℂ) : ℝ :=
  Complex.normSq s.2 + (1 - h ^ 2 / 4) * Complex.normSq s.1

/-- Without the rotational part (`e = 0`) and for `0 < h < 2`, velocity Verlet conserves
`shadowEnergy h`, and all sublevel sets of this function are bounded. -/
theorem confining_invariant_of_no_curl {h : ℝ} (hh : 0 < h) (h2 : h < 2) :
    (∀ s, shadowEnergy h (verlet (force 0) h s) = shadowEnergy h s) ∧
      ∀ E : ℝ, Bornology.IsBounded {s | shadowEnergy h s ≤ E} := by
  constructor
  · intro s
    simp only [shadowEnergy, verlet, newPosition, force, Complex.normSq_apply,
      Complex.add_re, Complex.add_im, Complex.smul_re, Complex.smul_im, smul_eq_mul]
    ring
  · intro E
    have hg : 0 < 1 - h ^ 2 / 4 := by nlinarith
    refine isBounded_iff_forall_norm_le.2
      ⟨max (1 + E / (1 - h ^ 2 / 4)) (1 + E), fun s hs => ?_⟩
    have hs' : ‖s.2‖ ^ 2 + (1 - h ^ 2 / 4) * ‖s.1‖ ^ 2 ≤ E := by
      rw [← Complex.normSq_eq_norm_sq, ← Complex.normSq_eq_norm_sq]
      exact hs
    have hq : ‖s.1‖ ^ 2 ≤ E / (1 - h ^ 2 / 4) := by
      rw [le_div_iff₀ hg]
      linarith [sq_nonneg ‖s.2‖, mul_comm (‖s.1‖ ^ 2) (1 - h ^ 2 / 4)]
    have hv : ‖s.2‖ ^ 2 ≤ E := by
      linarith [mul_nonneg hg.le (sq_nonneg ‖s.1‖)]
    rw [Prod.norm_def]
    apply max_le_max
    · nlinarith [sq_nonneg (‖s.1‖ - 1), sq_nonneg ‖s.1‖]
    · nlinarith [sq_nonneg (‖s.2‖ - 1), sq_nonneg ‖s.2‖]

end

end VerletCurlForce
```

```lean
#print axioms VerletCurlForce.exists_unbounded_orbit
#print axioms VerletCurlForce.no_confining_invariant
#print axioms VerletCurlForce.confining_invariant_of_no_curl
```

```
'VerletCurlForce.exists_unbounded_orbit' depends on axioms: [propext, Classical.choice, Quot.sound]
'VerletCurlForce.no_confining_invariant' depends on axioms: [propext, Classical.choice, Quot.sound]
'VerletCurlForce.confining_invariant_of_no_curl' depends on axioms: [propext, Classical.choice, Quot.sound]
```

## What the theorems say about the particle

A phase point is a pair `s : ℂ × ℂ`, with the position in `s.1` and the velocity in `s.2`. The norm on `ℂ` is the ordinary Euclidean length in the plane. The definition `force` is written in the two real coordinates, so it can be compared directly with the formula in the question, and `force_eq` proves that it is multiplication by $-1+ie$. The function `verlet` takes an arbitrary planar force `F` and performs one step with unit mass. The new velocity uses the mean of the force at the old position and the force at the new one. The number $c$ is called `halfTrace e h`, and `(verlet (force e) h)^[n] s` is the state after `n` steps from `s`.

There are four results about the dynamics.

- `exists_exponential_orbit`: for $e\neq0$ and $h>0$ there are a starting point and a number $\rho>1$ such that the distance from the origin after $n$ steps is exactly $\rho^n$, for every $n$ from 0 on.
- `exists_unbounded_orbit`: under the same hypotheses, the set of phase points visited by some orbit is unbounded.
- `no_confining_invariant`: under the same hypotheses, there is no real function `H` on phase space that every step leaves unchanged and whose sublevel sets are all bounded.
- `confining_invariant_of_no_curl`: for $e=0$ and $0<h<2$, the function `shadowEnergy h` has both of these properties.

In the third result `H` is completely arbitrary; neither continuity nor a quadratic form is assumed. Bounded sublevel sets are the property that makes an energy confining: a given energy allows only a bounded range of positions and velocities. Without this condition the statement would be false, since a constant function is always conserved.

The theorems claim one runaway orbit, not that all orbits run away; a particle at rest at the origin stays there. They cover a single particle in a linear force field with the same spring constant in both directions, in units where the mass and this spring constant are 1, with exact arithmetic and without a thermostat or friction. The parameter $e$ stands for a force error with a constant curl of $2e$, and real force errors vary in space. The number $\rho$ depends on $e$ and $h$, and no estimate of its size is given, so the theorems do not say how soon the growth becomes visible.

Nor do they lay the blame on the integrator. The exact equation of motion $\ddot q=\lambda q$ with $e\neq0$ also has growing solutions, $q=\exp(\kappa t)$ with $\kappa^2=\lambda$ and $\operatorname{Re}\kappa>0$, a comparison that I make here by hand only. For $0<h<2$, where Verlet confines the particle at $e=0$, the runaway comes from the rotational part of the force, and Verlet reproduces it. For $h\ge2$ Verlet has unbounded orbits even at $e=0$, so there the step length is also at fault.

In this linear one-particle model with equal spring constants, a nonzero curl in the force, however small, destroys the confinement that Verlet provides at $e=0$ for every step length $0<h<2$. Shortening the time step does not remove the runaway, whereas removing the rotational part of the force does so for these step lengths. Other remedies, such as friction, are not examined here. The equality of the two spring constants matters. For the force $(-ax-ey,\;ex-by)$ with $a,b>0$ and $2|e|<|a-b|$, the matrix of the force has two different negative eigenvalues. The motion then splits into two ordinary oscillations, and Verlet with a short enough step keeps the particle confined although the curl is still $2e$. This comparison, too, is made by hand only.

## How the proof follows the calculation

`exists_growing_multiplier` is the argument about the two roots, stated for any non-real $c$. The square root $s$ of $c^2-1$ exists because the complex numbers are algebraically closed. The tactic `by_contra!` turns the negated claim into the assumption that every root has modulus at most 1, and this is applied to $c+s$ and $c-s$. From $|c+s|\,|c-s|=1$ and $|c-s|\le1$, `nlinarith` obtains $|c+s|\ge1$, hence equality. The step `heq` then identifies $c-s$ with the conjugate of $c+s$ by cancelling the common factor $c+s$. Comparing imaginary parts gives $\operatorname{Im}c=0$, against the hypothesis.

`verlet_mode` is the mode calculation read backwards. It assumes $hd=\mu-c$ and the quadratic equation for $\mu$, and concludes that the step takes $(w,dw)$ to $(\mu w,d\mu w)$ for every complex $w$. The position part `hq` needs only the first assumption. For the velocity part, both sides are multiplied by $h$, as in the derivation above. The final `linear_combination` states which multiples of the known equations add up to the required one, and the quadratic equation enters there with the factor $-w$.

`exists_exponential_orbit` puts these together. It checks that the imaginary part $h^2e/2$ is not zero, takes the root $\mu$ with $|\mu|>1$, and solves $hd=\mu-c$ for $d$. Induction on $n$ shows that the state after $n$ steps from $(1,d)$ is $(\mu^n,d\mu^n)$. Taking the norm of the position gives $\rho^n$ with $\rho=|\mu|$.

In `exists_unbounded_orbit`, a supposed bound $R$ on the orbit is overtaken by some power $\rho^n$. The norm of a phase point is at least the norm of its position, so this is a contradiction. `no_confining_invariant` takes that orbit and shows by induction that conservation keeps it in the sublevel set of its starting value. A subset of a bounded set is bounded, which contradicts the previous theorem.

For `confining_invariant_of_no_curl`, the file expands everything in real coordinates and lets `ring` confirm the conservation law, where the derivation above used dot products. The bounds on $|q|^2$ and $|v|^2$ are the same as before. They are turned into bounds on $|q|$ and $|v|$ through the inequality $t\le1+t^2$, which avoids square roots.
